# Solving the embedding equation above the band for an end impurity on a half-infinite chain with uniform hopping

In a non-interacting tight-binding model, a site of energy `ε` is attached to the end of a half-infinite chain whose own site energies are zero, with the same real hopping `t > 0` throughout. The chain enters through its end-site Green's function g(E), given by the closed formula `leadGreen`. The theorem `embedding_iff` says that, for a real energy E > 2t, the equation E = ε + t² g(E) holds exactly when ε > t and E = ε + t²/ε. For the forward direction, the proof combines this equation with the quadratic equation for g to get g(E)ε = 1, then uses t g(E) < 1 to obtain ε > t; the converse uses the value g(ε + t²/ε) = 1/ε.

The first attempt, which Lean rejects:

```lean
import Mathlib

open Filter Topology

namespace EndImpurityEmbedding

noncomputable section

/-- The end-site Green's function of a half-infinite chain with hopping `t`,
at an energy `E` above the band. -/
def leadGreen (t E : ℝ) : ℝ := (E - √(E ^ 2 - 4 * t ^ 2)) / (2 * t ^ 2)

/-- Above the band the Green's function is positive, is smaller than `1 / t`, and solves
the quadratic Dyson equation of the chain. -/
theorem leadGreen_spec {t E : ℝ} (ht : 0 < t) (hE : 2 * t < E) :
    0 < leadGreen t E ∧ t * leadGreen t E < 1 ∧
      t ^ 2 * leadGreen t E ^ 2 - E * leadGreen t E + 1 = 0 := by
  have hpos : 0 < E := by linarith
  have hgap : 0 < t * (E - 2 * t) := mul_pos ht (by linarith)
  have hs : √(E ^ 2 - 4 * t ^ 2) ^ 2 = E ^ 2 - 4 * t ^ 2 :=
    Real.sq_sqrt (by nlinarith)
  have hsE : √(E ^ 2 - 4 * t ^ 2) < E :=
    (Real.sqrt_lt' hpos).2 (by nlinarith [pow_pos ht 2])
  have hsl : E - 2 * t < √(E ^ 2 - 4 * t ^ 2) :=
    (Real.lt_sqrt (by linarith)).2 (by nlinarith)
  have hg : 2 * t ^ 2 * leadGreen t E = E - √(E ^ 2 - 4 * t ^ 2) := by
    unfold leadGreen
    exact mul_div_cancel₀ _ (by positivity)
  refine ⟨div_pos (by linarith) (by positivity), ?_, ?_⟩
  · have h : 2 * t * (t * leadGreen t E) < 2 * t * 1 := by
      have h' : 2 * t * (t * leadGreen t E) = E - √(E ^ 2 - 4 * t ^ 2) := by
        rw [← hg]; ring
      linarith
    exact lt_of_mul_lt_mul_left h (by positivity)
  · have h4 : 4 * t ^ 2 * (t ^ 2 * leadGreen t E ^ 2 - E * leadGreen t E + 1) = 0 := by
      linear_combination
        (2 * t ^ 2 * leadGreen t E + (E - √(E ^ 2 - 4 * t ^ 2)) - 2 * E) * hg + hs
    exact (mul_eq_zero.mp h4).resolve_left (by positivity)

/-- At the energy `ε + t² / ε` with `ε > t` the Green's function equals `1 / ε`. -/
theorem leadGreen_at {t ε : ℝ} (ht : 0 < t) (hε : t < ε) :
    leadGreen t (ε + t ^ 2 / ε) = 1 / ε := by
  have hp : 0 < ε := ht.trans hε
  have hle : t ^ 2 / ε ≤ ε := (div_le_iff₀ hp).2 (by nlinarith)
  have hu : t ^ 2 / ε * ε = t ^ 2 := div_mul_cancel₀ _ hp.ne'
  unfold leadGreen
  generalize t ^ 2 / ε = u at hle hu ⊢
  -- the radicand is a perfect square
  have hsq : (ε + u) ^ 2 - 4 * t ^ 2 = (ε - u) ^ 2 := by linear_combination 4 * hu
  rw [hsq, Real.sqrt_sq (by linarith), div_eq_div_iff (by positivity) hp.ne']
  linear_combination 2 * hu

/-- Above the band, the embedding equation `E = ε + t² g(E)` holds exactly when `ε > t`
and `E = ε + t² / ε`. -/
theorem embedding_iff {t ε E : ℝ} (ht : 0 < t) (hE : 2 * t < E) :
    E = ε + t ^ 2 * leadGreen t E ↔ t < ε ∧ E = ε + t ^ 2 / ε := by
  constructor
  · intro h
    obtain ⟨h0, h1, hq⟩ := leadGreen_spec ht hE
    have hgε : leadGreen t E * ε = 1 := by
      linear_combination hq - leadGreen t E * h
    have hlt : t < ε := by
      refine lt_of_mul_lt_mul_left (a := leadGreen t E) ?_ h0.le
      rw [hgε, mul_comm]
      exact h1
    have hg : leadGreen t E = 1 / ε := eq_div_of_mul_eq (ht.trans hlt).ne' hgε
    refine ⟨hlt, ?_⟩
    rw [hg, mul_one_div] at h
    exact h
  · rintro ⟨hlt, rfl⟩
    rw [leadGreen_at ht hlt, mul_one_div]

end

end EndImpurityEmbedding
```

Messages:

```
Main.lean:61:6: error: ring failed, ring expressions not equal
t ε E : ℝ
ht : 0 < t
hE : 2 * t < E
h : E = ε + t ^ 2 * leadGreen t E
h0 : 0 < leadGreen t E
h1 : t * leadGreen t E < 1
hq : t ^ 2 * leadGreen t E ^ 2 - E * leadGreen t E + 1 = 0
⊢ -2 + leadGreen t E * E * 2 - leadGreen t E ^ 2 * t ^ 2 * 2 = 0
```

What went wrong. The error is in the step that proves `leadGreen t E * ε = 1`. `linear_combination` subtracts the proposed combination of hypotheses from the goal, taking each equation as left side minus right side, and asks `ring` to show that the result is identically zero.

Write g for `leadGreen t E`. The hypothesis `hq` contributes t²g² − Eg + 1, and `- leadGreen t E * h` contributes −gE + gε + t²g². Added together, the terms in t²g² and gE double instead of cancelling, and the constant is +1 where the goal needs −1. What remains is the expression in the message, −2 + 2gE − 2t²g², which is −2 times the left side of `hq`. It does vanish by `hq`, but the closing `ring` call does not use hypotheses.

The repair changes the coefficient of `hq` from 1 to −1. The combination is then exactly gε − 1, matching the goal, and the `ring` check succeeds.

Lean accepts the file once it reads:

```diff
@@ -59,5 +59,5 @@
     obtain ⟨h0, h1, hq⟩ := leadGreen_spec ht hE
     have hgε : leadGreen t E * ε = 1 := by
-      linear_combination hq - leadGreen t E * h
+      linear_combination -hq - leadGreen t E * h
     have hlt : t < ε := by
       refine lt_of_mul_lt_mul_left (a := leadGreen t E) ?_ h0.le
```
